# A two-band screening model has one positive self-consistent gap, above the one-shot gap from the bare gap and lowered by stronger screening

I describe the screening in a gapped material by a single number that depends only on the gap $g$: the static dielectric constant $\varepsilon(g) = 1 + c/g$, with a fixed screening strength $c > 0$. One update of the quasiparticle gap is then

$$F(g) = g_0 + \frac{U}{\varepsilon(g)},$$

where $g_0 > 0$ is the bare gap and $U > 0$ is the exchange scale. A larger gap screens less, and weaker screening opens the gap further. I therefore expect the iteration from $g_0$ to climb to one self-consistent gap $g^*$, which lies above the one-shot gap $F(g_0)$. I also expect $g^*$ to fall when ladder diagrams strengthen the screening, which here means a larger $c$. Can this be made rigorous, with a proof that Lean 4 checks?

## The self-consistent gap as the root of a quadratic

Yes, for all positive $g_0$, $U$ and $c$. The constants stand for simple physics. In a static two-band picture, a transition across the gap contributes to the polarisability in proportion to a squared matrix element divided by the gap. The matrix elements are collected in $c$, which has the dimension of an energy and stays fixed while the gap changes. The scale $U$ is the gap opening that exchange would produce without screening.

For $g > 0$ we have $\varepsilon(g) = (g+c)/g$, so

$$F(g) = g_0 + \frac{U g}{g + c}.$$

The condition $F(g) = g$ becomes

$$(g - g_0)(g + c) = U g, \qquad\text{or}\qquad g^2 - (g_0 + U - c)\,g - g_0 c = 0.$$

The product of the two roots is $-g_0 c < 0$, so exactly one root is positive:

$$g^* = \frac{(g_0+U-c) + \sqrt{(g_0+U-c)^2 + 4 g_0 c}}{2}.$$

At this root $(g^* - g_0)(g^* + c) = U g^* > 0$. Since $g^* + c > 0$, it follows that $g^* > g_0$.

## One update shrinks the error and keeps its sign

Subtract $g^* = F(g^*)$ from $F(g)$:

$$F(g) - g^* = U\left(\frac{g}{g+c} - \frac{g^*}{g^*+c}\right) = \frac{U}{g^*+c}\cdot\frac{c}{g+c}\,(g - g^*).$$

The quadratic equation gives $U/(g^*+c) = (g^*-g_0)/g^* = 1 - g_0/g^*$. Hence

$$F(g) - g^* = k(g)\,(g - g^*), \qquad k(g) = \left(1 - \frac{g_0}{g^*}\right)\frac{c}{g+c}.$$

Because $g^* > g_0$ and $0 < c/(g+c) < 1$, we have

$$0 < k(g) < 1 - \frac{g_0}{g^*} < 1.$$

Three facts follow.

- If $g > 0$ and $F(g) = g$, then $(1 - k(g))(g - g^*) = 0$, so $g = g^*$. The positive fixed point is unique.
- If $0 < g < g^*$, then $F(g) - g = (1-k(g))(g^*-g) > 0$ and $g^* - F(g) = k(g)(g^*-g) > 0$. An update raises the gap but doesn't reach $g^*$. With $g = g_0$, this puts the one-shot gap strictly below $g^*$.
- Let $x_0 > 0$ be any starting gap and $x_{n+1} = F(x_n)$. All $x_n$ are positive, and induction gives
$$|x_n - g^*| \le \left(1 - \frac{g_0}{g^*}\right)^n |x_0 - g^*|.$$

The last bound forces convergence. For $x_0 = g_0$, the second fact makes the sequence strictly increasing as well.

## Stronger screening lowers the root

Take $0 < c < c'$. Let $a$ be the self-consistent gap at $c$, and $b$ the one at $c'$. Insert $b$ into the quadratic equation for $c$:

$$(b-g_0)(b+c) - U b = -(c'-c)(b-g_0) < 0,$$

where the equality uses the equation that $b$ solves, and the sign uses $b > g_0$. The quadratic for $c$ has the roots $a$ and $-g_0c/a$, so the left side is also $(b-a)(b+g_0c/a)$. Multiplication by $-a$ gives

$$(a-b)(ab+g_0c) = a\,(c'-c)(b-g_0) > 0.$$

Since $ab + g_0c > 0$, we get $b < a$.

## Numbers for $g_0 = 1$, $U = 2$, $c = 2$

In a common energy unit, the closed form gives $g^* = (1+\sqrt 9)/2 = 2$. The iterates from the bare gap are

$$1,\quad \tfrac53,\quad \tfrac{21}{11},\quad \tfrac{85}{43},\ \ldots$$

The one-shot gap is $5/3 \approx 1.67$. The errors are $1, \tfrac13, \tfrac1{11}, \tfrac1{43}$, and the ratio $1 - g_0/g^* = \tfrac12$ gives the bounds $1, \tfrac12, \tfrac14, \tfrac18$. The two agree at the start, and from the first update on the error is strictly smaller than its bound.

Now raise the screening strength to $c' = 9/2$. The self-consistent gap becomes $3/2$, because $(\tfrac32-1)(\tfrac32+\tfrac92) = 3 = 2\cdot\tfrac32$. With these numbers, the self-consistent gap with stronger screening even lies below the one-shot gap with weaker screening.

The limits in $c$ are read off from the formulas above and are not part of the Lean file. As $c \to 0$, screening disappears and $g^* \to g_0 + U$. As $c \to \infty$, the exchange contribution is screened away and $g^* \to g_0$.

## The Lean file

```lean
import Mathlib

open Filter Topology

namespace QuasiparticleGap

noncomputable section

/-- Two-band dielectric constant at gap `g`, with screening strength `c`; the domain is `g > 0`. -/
def eps (c g : ℝ) : ℝ := 1 + c / g

/-- One self-consistency update of the gap: the bare gap `g₀` plus the exchange scale `U`
divided by the dielectric constant at the current gap; the domain is `g > 0`, `c > 0`. -/
def gapMap (g₀ U c g : ℝ) : ℝ := g₀ + U / eps c g

/-- Closed form of the self-consistent gap. -/
def scGap (g₀ U c : ℝ) : ℝ :=
  ((g₀ + U - c) + Real.sqrt ((g₀ + U - c) ^ 2 + 4 * g₀ * c)) / 2

variable {g₀ U c : ℝ}

/-- The self-consistent gap is positive and solves the quadratic gap equation. -/
theorem scGap_spec (hg : 0 < g₀) (hc : 0 < c) :
    0 < scGap g₀ U c ∧
      (scGap g₀ U c - g₀) * (scGap g₀ U c + c) = U * scGap g₀ U c := by
  have hgc : 0 < g₀ * c := mul_pos hg hc
  have hD : 0 ≤ (g₀ + U - c) ^ 2 + 4 * g₀ * c := by
    nlinarith [sq_nonneg (g₀ + U - c)]
  have hr := Real.mul_self_sqrt hD
  have hr0 := Real.sqrt_nonneg ((g₀ + U - c) ^ 2 + 4 * g₀ * c)
  unfold scGap
  generalize Real.sqrt ((g₀ + U - c) ^ 2 + 4 * g₀ * c) = r at hr hr0 ⊢
  constructor
  · by_contra h
    have h1 : r ≤ -(g₀ + U - c) := by linarith
    have h2 := mul_self_le_mul_self hr0 h1
    nlinarith
  · linear_combination hr / 4

/-- The self-consistent gap exceeds the bare gap. -/
theorem bare_lt_scGap (hg : 0 < g₀) (hU : 0 < U) (hc : 0 < c) :
    g₀ < scGap g₀ U c := by
  obtain ⟨hs, hq⟩ := scGap_spec (U := U) hg hc
  have h1 : 0 < (scGap g₀ U c - g₀) * (scGap g₀ U c + c) := by
    rw [hq]; exact mul_pos hU hs
  have h2 := pos_of_mul_pos_left h1 (by linarith)
  linarith

/-- Exact error propagation: one update multiplies the deviation from the self-consistent gap
by `(1 - g₀ / g*) * (c / (g + c))`, where `g*` is the self-consistent gap. -/
theorem gapMap_error (hg : 0 < g₀) (hc : 0 < c) {g : ℝ} (h : 0 < g) :
    gapMap g₀ U c g - scGap g₀ U c =
      (1 - g₀ / scGap g₀ U c) * (c / (g + c)) * (g - scGap g₀ U c) := by
  obtain ⟨hs, hq⟩ := scGap_spec (U := U) hg hc
  have hgc : g + c ≠ 0 := by positivity
  have hF : gapMap g₀ U c g = g₀ + U * g / (g + c) := by
    have he : eps c g = (g + c) / g := by
      unfold eps
      rw [add_div, div_self h.ne']
    rw [gapMap, he, div_div_eq_mul_div]
  rw [hF]
  generalize scGap g₀ U c = s at hs hq ⊢
  -- the gap equation expresses `U` through the self-consistent gap
  have hU : U = (s - g₀) * (s + c) / s := by
    rw [eq_div_iff hs.ne']
    exact hq.symm
  have hs' : s ≠ 0 := hs.ne'
  rw [hU]
  field_simp
  ring

/-- The error factor of one update lies strictly between `0` and `1 - g₀ / g*`, which is
itself below `1`. -/
theorem error_factor_bounds (hg : 0 < g₀) (hU : 0 < U) (hc : 0 < c) {g : ℝ} (h : 0 < g) :
    0 < (1 - g₀ / scGap g₀ U c) * (c / (g + c)) ∧
      (1 - g₀ / scGap g₀ U c) * (c / (g + c)) < 1 - g₀ / scGap g₀ U c ∧
      1 - g₀ / scGap g₀ U c < 1 := by
  have hlt := bare_lt_scGap hg hU hc
  have hs : 0 < scGap g₀ U c := hg.trans hlt
  have h1 : g₀ / scGap g₀ U c < 1 := (div_lt_one hs).2 hlt
  have h2 : 0 < g₀ / scGap g₀ U c := div_pos hg hs
  have h3 : 0 < c / (g + c) := by positivity
  have h4 : c / (g + c) < 1 := (div_lt_one (by positivity)).2 (by linarith)
  have h5 : 0 < 1 - g₀ / scGap g₀ U c := by linarith
  exact ⟨mul_pos h5 h3, by nlinarith, by linarith⟩

/-- Below the self-consistent gap, one update strictly raises the gap without reaching the
self-consistent value. -/
theorem gapMap_bracket (hg : 0 < g₀) (hU : 0 < U) (hc : 0 < c) {g : ℝ} (h : 0 < g)
    (hlt : g < scGap g₀ U c) :
    g < gapMap g₀ U c g ∧ gapMap g₀ U c g < scGap g₀ U c := by
  have he := gapMap_error (U := U) hg hc h
  obtain ⟨k0, k1, k2⟩ := error_factor_bounds hg hU hc h
  have k3 := k1.trans k2
  generalize (1 - g₀ / scGap g₀ U c) * (c / (g + c)) = k at he k0 k3
  constructor
  · nlinarith [mul_pos (sub_pos.2 k3) (sub_pos.2 hlt)]
  · nlinarith [mul_pos k0 (sub_pos.2 hlt)]

/-- From any positive starting gap, the error after `n` updates is at most
`(1 - g₀ / g*) ^ n` times the initial error, and the gap stays positive. -/
theorem iterate_error (hg : 0 < g₀) (hU : 0 < U) (hc : 0 < c) {x : ℝ} (hx : 0 < x) (n : ℕ) :
    0 < (gapMap g₀ U c)^[n] x ∧
      |(gapMap g₀ U c)^[n] x - scGap g₀ U c| ≤
        (1 - g₀ / scGap g₀ U c) ^ n * |x - scGap g₀ U c| := by
  induction n with
  | zero => simp [hx]
  | succ n ih =>
    obtain ⟨hp, hb⟩ := ih
    rw [Function.iterate_succ_apply']
    generalize (gapMap g₀ U c)^[n] x = y at hp hb ⊢
    obtain ⟨k0, k1, _⟩ := error_factor_bounds hg hU hc hp
    refine ⟨by unfold gapMap eps; positivity, ?_⟩
    rw [gapMap_error hg hc hp, abs_mul, abs_of_pos k0, pow_succ', mul_assoc _ _ |x - _|]
    exact mul_le_mul k1.le hb (abs_nonneg _) (k0.trans k1).le

/-- Stronger screening strictly lowers the self-consistent gap. -/
theorem scGap_strictAnti (hg : 0 < g₀) (hU : 0 < U) (hc : 0 < c) {c' : ℝ} (hcc : c < c') :
    scGap g₀ U c' < scGap g₀ U c := by
  have hc' := hc.trans hcc
  obtain ⟨ha, qa⟩ := scGap_spec (U := U) hg hc
  obtain ⟨hb, qb⟩ := scGap_spec (U := U) hg hc'
  have hgb := bare_lt_scGap hg hU hc'
  generalize scGap g₀ U c = a at ha qa ⊢
  generalize scGap g₀ U c' = b at hb qb hgb ⊢
  -- residual of the new gap in the old gap equation, factored through the old root
  have key : (a - b) * (a * b + g₀ * c) = a * ((c' - c) * (b - g₀)) := by
    linear_combination b * qa - a * qb
  have hpos : 0 < (a - b) * (a * b + g₀ * c) := by
    rw [key]
    exact mul_pos ha (mul_pos (sub_pos.2 hcc) (sub_pos.2 hgb))
  have := pos_of_mul_pos_left hpos (by positivity)
  linarith

/-- Self-consistent gap of the two-band model: it is the unique positive fixed point, the
iterates from the bare gap increase strictly to it, it exceeds the one-shot gap, and it
strictly decreases when the screening strength grows. -/
theorem selfConsistent_gap (hg : 0 < g₀) (hU : 0 < U) (hc : 0 < c) :
    0 < scGap g₀ U c ∧
    (∀ g, 0 < g → (gapMap g₀ U c g = g ↔ g = scGap g₀ U c)) ∧
    StrictMono (fun n : ℕ => (gapMap g₀ U c)^[n] g₀) ∧
    Tendsto (fun n : ℕ => (gapMap g₀ U c)^[n] g₀) atTop (𝓝 (scGap g₀ U c)) ∧
    gapMap g₀ U c g₀ < scGap g₀ U c ∧
    (∀ c', c < c' → scGap g₀ U c' < scGap g₀ U c) := by
  have hlt := bare_lt_scGap hg hU hc
  obtain ⟨k0, k1, k2⟩ := error_factor_bounds hg hU hc hg
  refine ⟨hg.trans hlt, ?_, ?_, ?_, (gapMap_bracket hg hU hc hg hlt).2,
    fun c' h => scGap_strictAnti hg hU hc h⟩
  · intro g h
    have he := gapMap_error (U := U) hg hc h
    obtain ⟨_, m1, m2⟩ := error_factor_bounds hg hU hc h
    constructor
    · intro hf
      rw [hf] at he
      have hz : (1 - (1 - g₀ / scGap g₀ U c) * (c / (g + c))) * (g - scGap g₀ U c) = 0 := by
        linear_combination he
      rcases mul_eq_zero.1 hz with h0 | h0 <;> linarith
    · intro hf
      rw [← hf, sub_self, mul_zero] at he
      linarith
  · -- every iterate stays below the self-consistent gap, so every update raises it
    have hbelow : ∀ n : ℕ, (gapMap g₀ U c)^[n] g₀ < scGap g₀ U c := by
      intro n
      induction n with
      | zero => exact hlt
      | succ n ih =>
        rw [Function.iterate_succ_apply']
        exact (gapMap_bracket hg hU hc (iterate_error hg hU hc hg n).1 ih).2
    refine strictMono_nat_of_lt_succ fun n => ?_
    rw [Function.iterate_succ_apply']
    exact (gapMap_bracket hg hU hc (iterate_error hg hU hc hg n).1 (hbelow n)).1
  · -- the geometric error bound forces convergence
    rw [tendsto_iff_norm_sub_tendsto_zero]
    have hlim := (tendsto_pow_atTop_nhds_zero_of_lt_one (k0.trans k1).le k2).mul_const
      |g₀ - scGap g₀ U c|
    rw [zero_mul] at hlim
    exact squeeze_zero (fun _ => norm_nonneg _)
      (fun n => (iterate_error hg hU hc hg n).2) hlim

end

end QuasiparticleGap
```

```lean
#print axioms QuasiparticleGap.selfConsistent_gap
```

```
'QuasiparticleGap.selfConsistent_gap' depends on axioms: [propext, Classical.choice, Quot.sound]
```

## What `selfConsistent_gap` says about the model

The real numbers `g₀`, `U` and `c` are the bare gap, the exchange scale and the screening strength. The hypotheses `hg`, `hU` and `hc` say that they are positive. The function `eps c` is $\varepsilon$, `gapMap g₀ U c` is $F$, and `scGap g₀ U c` is the closed form for $g^*$. The expression `(gapMap g₀ U c)^[n] g₀` is the gap after $n$ updates, so $n = 0$ gives the bare gap and $n = 1$ the one-shot gap.

The theorem is a conjunction of six statements:

1. The self-consistent gap is positive.
2. A positive `g` is a fixed point of the gap map if and only if it equals `scGap g₀ U c`. Together with statement 1, this covers both existence and uniqueness. The restriction to positive `g` matters, since the negative root of the quadratic is also a fixed point of $F$.
3. The sequence of iterates from `g₀` is strictly increasing (`StrictMono`).
4. This sequence converges to the self-consistent gap (`Tendsto`).
5. The one-shot gap `gapMap g₀ U c g₀` is strictly smaller than the self-consistent gap.
6. Every `c'` larger than `c` gives a strictly smaller self-consistent gap.

The separate theorem `iterate_error` holds for any positive starting gap `x` and contains the geometric error bound.

The model keeps the feedback between gap and screening from eigenvalue self-consistency in $GW$, but reduces it to one static gap with fixed matrix elements. It has no frequency-dependent self-energy, no momentum dependence and no change of the orbitals. That ladder diagrams, which describe electron–hole attraction in the polarisability, increase $c$ is a physical input. The theorem supplies the consequence for the gap once $c$ has grown. Within this one-gap model, the result shows how updating the screening moves the one-shot gap $F(g_0)$ upwards. From a starting gap above $g^*$, every update lowers the gap but leaves it above $g^*$, so a one-shot gap computed from such a start lies above the self-consistent one. In both cases the error bound guarantees that the error shrinks at least geometrically, with ratio $1 - g_0/g^*$. The actual convergence is faster, because each update multiplies the error by the smaller factor $k(g)$.

## How the lemmas carry the argument

**The root.** `scGap_spec` proves that the closed form is positive and solves the quadratic equation. It replaces the square root by a variable `r` with known square. If the root were not positive, then `r` would be at most $-(g_0+U-c)$, and squaring would contradict $r^2 = (g_0+U-c)^2 + 4g_0c$. The equation itself follows from the formula for $r^2$ by `linear_combination hr / 4`. `bare_lt_scGap` then reads off $g^* > g_0$ from the sign of the product $(g^*-g_0)(g^*+c)$.

**The error identity.** `gapMap_error` first rewrites $F(g)$ as $g_0 + Ug/(g+c)$. The derivation above subtracted $F(g^*)$. Lean instead solves the quadratic equation for `U`, substitutes the result, and lets `field_simp` and `ring` compare the two sides. `error_factor_bounds` gives the inequalities for $k(g)$.

**The iteration.** `gapMap_bracket` abbreviates the error factor as `k` and passes the positive products $(1-k)(g^*-g)$ and $k(g^*-g)$ to `nlinarith`. These give the two strict inequalities around $F(g)$. `iterate_error` is the induction on $n$: it applies the error identity to the latest iterate, then multiplies the bound on the factor by the bound from the previous step. It carries positivity along, because the identity needs a positive gap at every update.

**The dependence on screening.** In `scGap_strictAnti`, the names `a` and `b` are the same as in the derivation. The statement `key` is the factored identity $(a-b)(ab+g_0c) = a(c'-c)(b-g_0)$, obtained as a linear combination of the two quadratic equations. Its right side is positive, and so is the second factor on the left, which leaves $a - b > 0$.

**The main theorem.** For uniqueness, `selfConsistent_gap` inserts $F(g) = g$ into the error identity and obtains a vanishing product. The factor $1 - k(g)$ is positive, so $g = g^*$. The converse sets $g = g^*$ in the same identity. For the strict increase, `hbelow` shows by induction that all iterates from `g₀` stay below $g^*$, and `gapMap_bracket` then raises each one. For convergence, `squeeze_zero` places the error between zero and the geometric bound, which tends to zero. The remaining statements come directly from the earlier lemmas.
